# For zero total charge, the Low–Burnett–Kroll momentum shifts are orthogonal to their momenta and sum to $-k$

To estimate the rate for emitting a soft photon from the squared amplitude of the same process without the photon, one must choose the momenta at which to evaluate that squared amplitude. The momenta of the radiative event will not do as they stand: without the photon momentum $k$ they no longer balance. Shifting the charged legs can restore the balance, and the shifts used here leave every squared mass unchanged to first order in $k$.

Count all legs as outgoing. An incoming particle of momentum $p$ and charge $q$ then enters with $-p$ and $-q$. Leg $i$ has momentum $p_i$ and charge $Q_i$, and the shifts $d_i$ constructed below satisfy

$$p_i\cdot d_i=0,\qquad \sum_i d_i=-k .$$

If the $p_i$ belong to the radiative event, so that $\sum_i p_i=-k$, the momenta $p_i-d_i$ sum to zero. If they belong to the process without the photon, the momenta $p_i+d_i$ together with $k$ sum to zero.

This bears on the simulation of soft bremsstrahlung, for a single photon at tree level. The step from these identities to a rate is the Low–Burnett–Kroll factorisation: through next-to-leading order in the photon energy, the unpolarised radiative squared amplitude is an eikonal factor times the non-radiative one, taken at the momenta $p_i-d_i$ with the $p_i$ from the radiative event. That is physical input here, and only the kinematics and the algebra of the derivative term are proved.

## Current, recoil direction and shift

The algebra needs only a vector space `V` of momenta over a field `K` and a finite set `ι` of legs. Physically, `K` is the real numbers and `V` is Minkowski space.

```lean
import Mathlib

open Finset

namespace LowBurnettKroll

noncomputable section

variable {K V ι : Type*} [Field K] [AddCommGroup V] [Module K V] [Fintype ι]
```

The scalar product $x\cdot y$ is a bilinear form, written `B x y`. The eikonal current is

$$J=\sum_i \frac{Q_i}{p_i\cdot k}\,p_i .$$

```lean
/-- The eikonal current `J = ∑ Q_i p_i / (p_i·k)` of charged legs emitting a photon `k`,
meant for `p_i·k ≠ 0`. -/
def current (B : LinearMap.BilinForm K V) (p : ι → V) (Q : ι → K) (k : V) : V :=
  ∑ i, (Q i / B (p i) k) • p i
```

Despite its name, `current` is not a current density in space. It is the vector that multiplies the photon polarisation in the leading soft amplitude, with charges in units of $e$.

Subtracting a multiple of $k$ from $J$ gives a direction for each leg:

$$u_i=J-\frac{J\cdot p_i}{p_i\cdot k}\,k .$$

```lean
/-- The recoil direction `J - (J·p_i)/(p_i·k) k` of leg `i`, meant for `p_i·k ≠ 0`. -/
def recoil (B : LinearMap.BilinForm K V) (p : ι → V) (Q : ι → K) (k : V) (i : ι) : V :=
  current B p Q k - (B (current B p Q k) (p i) / B (p i) k) • k
```

The shift is this direction, weighted by the charge and normalised by $J\cdot J$:

$$d_i=\frac{Q_i}{J\cdot J}\,u_i .$$

```lean
/-- The momentum shift of leg `i`: its recoil direction times `Q_i / (J·J)`,
meant for `p_i·k ≠ 0` and `J·J ≠ 0`. -/
def shift (B : LinearMap.BilinForm K V) (p : ι → V) (Q : ι → K) (k : V) (i : ι) : V :=
  (Q i / B (current B p Q k) (current B p Q k)) • recoil B p Q k i
```

Since $J$ scales as $1/k$, the shift is linear in the size of $k$. Some texts define it with the opposite sign.

## Charge conservation makes the current transverse

Contract $J$ with $k$. Each denominator cancels, and the charges add up to zero:

$$J\cdot k=\sum_i\frac{Q_i}{p_i\cdot k}\,(p_i\cdot k)=\sum_i Q_i=0 .$$

```lean
variable {B : LinearMap.BilinForm K V} {p : ι → V} {Q : ι → K} {k : V}

/-- If the total charge vanishes and every `p_i·k` is nonzero, the eikonal current is
transverse to the photon momentum: `J·k = 0`. -/
theorem current_transverse (hQ : ∑ i, Q i = 0) (hpk : ∀ i, B (p i) k ≠ 0) :
    B (current B p Q k) k = 0 := by
  calc B (current B p Q k) k = ∑ i, Q i / B (p i) k * B (p i) k := by
        simp only [current, map_sum, LinearMap.sum_apply, map_smul, LinearMap.smul_apply,
          smul_eq_mul]
    _ = ∑ i, Q i := Finset.sum_congr rfl fun i _ => div_mul_cancel₀ _ (hpk i)
    _ = 0 := hQ
```

The hypothesis `hQ` is charge conservation. `hpk` says that no denominator vanishes, which holds for massive legs and a real photon of nonzero energy. The three steps of the `calc` block are the three equalities above.

## Each recoil direction is orthogonal to its own leg

Contract $u_i$ with $p_i$:

$$p_i\cdot u_i=p_i\cdot J-\frac{J\cdot p_i}{p_i\cdot k}\,(p_i\cdot k)=p_i\cdot J-J\cdot p_i=0 .$$

```lean
/-- For a symmetric scalar product and `p_i·k ≠ 0`, the recoil direction of leg `i` is
orthogonal to its momentum. -/
theorem recoil_orthogonal (hB : ∀ x y, B x y = B y x) (i : ι) (hpk : B (p i) k ≠ 0) :
    B (p i) (recoil B p Q k i) = 0 := by
  rw [recoil, map_sub, map_smul, smul_eq_mul, div_mul_cancel₀ _ hpk,
    hB (p i) (current B p Q k), sub_self]
```

The last equality uses the symmetry of the scalar product, `hB`. The rewriting cancels the denominator first and then exchanges the two factors.

## The weighted recoil directions add up along the photon

Sum the $u_i$ with weights $Q_i$. The part along $J$ is multiplied by the total charge and vanishes. In the rest, the definition of $J$ reappears:

$$\sum_i Q_iu_i=\Big(\sum_i Q_i\Big)J-\Big(\sum_i\frac{Q_i}{p_i\cdot k}\,J\cdot p_i\Big)k=-(J\cdot J)\,k .$$

```lean
/-- If the total charge vanishes, the charge-weighted recoil directions add up to
`-(J·J) k`. -/
theorem sum_recoil (hQ : ∑ i, Q i = 0) :
    ∑ i, Q i • recoil B p Q k i = -(B (current B p Q k) (current B p Q k) • k) := by
  -- expand only the second factor of `J·J`
  have key : ∀ x, B x (current B p Q k) = ∑ i, Q i / B (p i) k * B x (p i) := by
    intro x
    simp only [current, map_sum, map_smul, smul_eq_mul]
  have hJ : ∑ i, Q i * (B (current B p Q k) (p i) / B (p i) k)
      = B (current B p Q k) (current B p Q k) := by
    rw [key (current B p Q k)]
    exact Finset.sum_congr rfl fun i _ => by ring
  simp only [recoil, smul_sub, smul_smul, Finset.sum_sub_distrib, ← Finset.sum_smul]
  rw [hQ, hJ, zero_smul, zero_sub]
```

Here `key` expands the second factor of a product $x\cdot J$, and `hJ` applies this to $x=J$ to recognise the bracket in front of $k$ as $J\cdot J$. This theorem and `gradient_along_shift` below don't assume $p_i\cdot k\neq0$, because Lean sets $x/0=0$ and the algebra still closes; their physical reading does need nonzero denominators.

## The shifts conserve momentum

Multiply the two preceding results by the right factors:

$$p_i\cdot d_i=\frac{Q_i}{J\cdot J}\,p_i\cdot u_i=0,\qquad
\sum_i d_i=\frac{1}{J\cdot J}\sum_i Q_iu_i=-k .$$

```lean
/-- Low-Burnett-Kroll shifts: for a symmetric scalar product, zero total charge, `p_i·k ≠ 0`
for all legs and `J·J ≠ 0`, each shift is orthogonal to its momentum and the shifts add up
to `-k`. -/
theorem shift_kinematics (hB : ∀ x y, B x y = B y x) (hQ : ∑ i, Q i = 0)
    (hpk : ∀ i, B (p i) k ≠ 0) (hJ : B (current B p Q k) (current B p Q k) ≠ 0) :
    (∀ i, B (p i) (shift B p Q k i) = 0) ∧ ∑ i, shift B p Q k i = -k := by
  constructor
  · intro i
    rw [shift, map_smul, recoil_orthogonal hB i (hpk i), smul_zero]
  · -- pull the common factor `1/(J·J)` out of the sum
    have h : ∑ i, shift B p Q k i = (B (current B p Q k) (current B p Q k))⁻¹ •
        ∑ i, Q i • recoil B p Q k i := by
      rw [Finset.smul_sum]
      exact Finset.sum_congr rfl fun i _ => by rw [shift, smul_smul, div_eq_inv_mul]
    rw [h, sum_recoil hQ, smul_neg, smul_smul, inv_mul_cancel₀ hJ, one_smul]
```

In words: for a symmetric scalar product, zero total charge, nonzero $p_i\cdot k$ and nonzero $J\cdot J$, every shift is orthogonal to its momentum and the shifts sum to $-k$. The condition $J\cdot J\neq0$ means that the leading soft radiation, summed over polarisations, does not vanish. Neither conservation of the $p_i$ nor smallness of $k$ is assumed. In the proof, `h` pulls the common factor $1/(J\cdot J)$ out of the sum.

Without charge conservation the sum rule can fail. Take a single leg with $Q=1$, $p=(5,0,0,3)$ and $k=(1,1,0,0)$, in signature $(+,-,-,-)$. Then $p\cdot k=5$, $J=p/5$ and $J\cdot J=16/25$, so the other hypotheses hold, but

$$d=\tfrac{5}{16}\,p-k\neq-k .$$

The orthogonality $p\cdot d=0$ survives.

## Squared masses change only at second order

Now let the photon be lightlike, $k\cdot k=0$. The shifted momenta and the photon carry the original total momentum, because $\sum_i d_i=-k$. For the masses, use $J\cdot k=0$:

$$u_i\cdot u_i=J\cdot J-2\,\frac{J\cdot p_i}{p_i\cdot k}\,J\cdot k+\Big(\frac{J\cdot p_i}{p_i\cdot k}\Big)^2k\cdot k=J\cdot J .$$

Hence $d_i\cdot d_i=Q_i^2/(J\cdot J)$, and

$$(p_i+d_i)^2-p_i^2=2\,p_i\cdot d_i+d_i\cdot d_i=\frac{Q_i^2}{J\cdot J}.$$

```lean
/-- For a symmetric scalar product, zero total charge, `p_i·k ≠ 0` for all legs, `J·J ≠ 0` and a
lightlike photon, the shifted momenta and the photon together carry the original total momentum, and
the squared mass of leg `i` changes by `Q_i² / (J·J)`, written here without the division. -/
theorem shifted_momenta (hB : ∀ x y, B x y = B y x) (hQ : ∑ i, Q i = 0)
    (hpk : ∀ i, B (p i) k ≠ 0) (hJ : B (current B p Q k) (current B p Q k) ≠ 0)
    (hk : B k k = 0) :
    ∑ i, (p i + shift B p Q k i) + k = ∑ i, p i ∧
    ∀ i, B (current B p Q k) (current B p Q k) *
      (B (p i + shift B p Q k i) (p i + shift B p Q k i) - B (p i) (p i)) = Q i ^ 2 := by
  obtain ⟨horth, hsum⟩ := shift_kinematics hB hQ hpk hJ
  refine ⟨by rw [Finset.sum_add_distrib, hsum, neg_add_cancel_right], fun i => ?_⟩
  -- the recoil direction has the same square as the current
  have hu : B (recoil B p Q k i) (recoil B p Q k i)
      = B (current B p Q k) (current B p Q k) := by
    simp only [recoil, map_sub, LinearMap.sub_apply, map_smul, LinearMap.smul_apply,
      smul_eq_mul]
    rw [hB k (current B p Q k), current_transverse hQ hpk, hk]
    ring
  have hd : B (shift B p Q k i) (shift B p Q k i)
      = Q i / B (current B p Q k) (current B p Q k) * Q i := by
    simp only [shift, map_smul, LinearMap.smul_apply, smul_eq_mul]
    rw [hu, div_mul_cancel₀ _ hJ]
  have hdp : B (shift B p Q k i) (p i) = 0 := by rw [hB, horth i]
  have e : B (current B p Q k) (current B p Q k) *
      (Q i / B (current B p Q k) (current B p Q k)) = Q i := by
    field_simp
  simp only [map_add, LinearMap.add_apply]
  rw [horth i, hdp, hd]
  linear_combination Q i * e
```

Lean states the mass formula multiplied through by $J\cdot J$. The steps `hu` and `hd` are the squares of $u_i$ and $d_i$, and `horth` and `hdp` remove the two cross terms. Since $J\cdot J$ scales as $1/k^2$, the squared masses change at second order in $k$: the shifted legs are slightly off their mass shells.

## The derivative term is a first-order shift

Let $D_i$ be a linear functional on momenta, for example the gradient of the non-radiative squared amplitude with respect to $p_i$. It is not a covariant derivative. Linearity gives

$$J\cdot J\,\sum_iD_i(d_i)=\sum_iQ_i\Big(D_i(J)-\frac{J\cdot p_i}{p_i\cdot k}\,D_i(k)\Big).$$

```lean
/-- For `J·J ≠ 0` and any linear functionals `D_i` (such as momentum gradients of a squared
amplitude), `J·J` times the first-order change along the shifts is the Low-Burnett-Kroll
derivative term `∑ Q_i (D_i J - (J·p_i)/(p_i·k) D_i k)`. -/
theorem gradient_along_shift (D : ι → V →ₗ[K] K)
    (hJ : B (current B p Q k) (current B p Q k) ≠ 0) :
    B (current B p Q k) (current B p Q k) * ∑ i, D i (shift B p Q k i) =
      ∑ i, Q i * (D i (current B p Q k)
        - B (current B p Q k) (p i) / B (p i) k * D i k) := by
  rw [Finset.mul_sum]
  refine Finset.sum_congr rfl fun i _ => ?_
  have e : B (current B p Q k) (current B p Q k) *
      (Q i / B (current B p Q k) (current B p Q k)) = Q i := by
    field_simp
  simp only [shift, recoil, map_smul, map_sub, smul_eq_mul]
  linear_combination (D i (current B p Q k)
    - B (current B p Q k) (p i) / B (p i) k * D i k) * e
```

The right-hand side is the derivative term of the Low–Burnett–Kroll formula. In signature $(+,-,-,-)$, with the $p_i$ from the radiative event, it is added to the leading term, which, apart from a factor $e^2$ common to both terms, is $-J\cdot J$ times the non-radiative squared amplitude. Because of that minus sign, the sum describes a shift from $p_i$ to $p_i-d_i$. The auxiliary equation `e` cancels $J\cdot J$ for each leg. The theorem treats the $D_i$ as given and contains no amplitude.

## A neutral particle decaying to a charged pair

For a concrete case, take the Minkowski product with $c=1$:

$$x\cdot y=x_0y_0-x_1y_1-x_2y_2-x_3y_3 .$$

```lean
/-- The Minkowski scalar product on real four-vectors, with signature `(+,-,-,-)`. -/
def minkowski : LinearMap.BilinForm ℝ (Fin 4 → ℝ) :=
  LinearMap.mk₂ ℝ (fun x y => x 0 * y 0 - x 1 * y 1 - x 2 * y 2 - x 3 * y 3)
    (by intros; simp only [Pi.add_apply]; ring)
    (by intros; simp only [Pi.smul_apply, smul_eq_mul]; ring)
    (by intros; simp only [Pi.add_apply]; ring)
    (by intros; simp only [Pi.smul_apply, smul_eq_mul]; ring)
```

A neutral particle of mass 10 at rest decays into two particles of mass 4. In the outgoing convention, numbered from zero as in Lean,

$$p_0=(5,0,0,3),\quad p_1=(5,0,0,-3),\quad p_2=(-10,0,0,0).$$

```lean
/-- Momenta of a two-body decay at rest, all counted as outgoing: the two products, then
the decaying particle. -/
def decayMomenta : Fin 3 → Fin 4 → ℝ := ![![5, 0, 0, 3], ![5, 0, 0, -3], ![-10, 0, 0, 0]]
```

The charges are $Q=(1,-1,0)$, and the photon $k=(1,1,0,0)$ leaves at right angles to the decay axis. The denominators $p_i\cdot k$ are $5$, $5$ and $-10$, so

$$J=\frac{p_0-p_1}{5}=\big(0,0,0,\tfrac65\big),\qquad J\cdot J=-\tfrac{36}{25}.$$

With $J\cdot p_0=-\tfrac{18}{5}$ and $J\cdot p_1=\tfrac{18}{5}$, the shifts are

$$d_0=\big(-\tfrac12,-\tfrac12,0,-\tfrac56\big),\quad
d_1=\big(-\tfrac12,-\tfrac12,0,\tfrac56\big),\quad d_2=0 .$$

They sum to $(-1,-1,0,0)=-k$, and $p_0\cdot d_0=-\tfrac52+\tfrac52=0$. The squared mass of each charged particle moves from $16$ to $16-\tfrac{25}{36}\approx15.31$.

```lean
/-- The decay of a neutral particle into charges `1` and `-1`, with photon momentum `(1,1,0,0)`, has
a symmetric scalar product, zero total charge, leg momenta that sum to zero, a lightlike photon,
`p_i·k ≠ 0` for every leg, and `J·J = -36/25`. -/
theorem shift_kinematics_witness :
    (∀ x y, minkowski x y = minkowski y x) ∧
    ∑ i, (![1, -1, 0] : Fin 3 → ℝ) i = 0 ∧
    ∑ i, decayMomenta i = 0 ∧
    minkowski ![1, 1, 0, 0] ![1, 1, 0, 0] = 0 ∧
    (∀ i, minkowski (decayMomenta i) ![1, 1, 0, 0] ≠ 0) ∧
    minkowski (current minkowski decayMomenta ![1, -1, 0] ![1, 1, 0, 0])
      (current minkowski decayMomenta ![1, -1, 0] ![1, 1, 0, 0]) = -36 / 25 := by
  have hm : ∀ x y, minkowski x y
      = x 0 * y 0 - x 1 * y 1 - x 2 * y 2 - x 3 * y 3 := fun _ _ => rfl
  -- the same product for vectors given by their entries
  have hv : ∀ a b c d a' b' c' d' : ℝ, minkowski ![a, b, c, d] ![a', b', c', d']
      = a * a' - b * b' - c * c' - d * d' := fun _ _ _ _ _ _ _ _ => rfl
  -- the current points along the decay axis
  have hc : current minkowski decayMomenta ![1, -1, 0] ![1, 1, 0, 0]
      = ![0, 0, 0, 6 / 5] := by
    ext j
    fin_cases j <;> norm_num [current, hv, decayMomenta, Fin.sum_univ_succ]
  refine ⟨fun x y => ?_, ?_, ?_, ?_, fun i => ?_, ?_⟩
  · rw [hm, hm]
    ring
  · norm_num [Fin.sum_univ_succ]
  · ext j
    fin_cases j <;> norm_num [decayMomenta, Fin.sum_univ_succ]
  · norm_num [hv]
  · fin_cases i <;> norm_num [hv, decayMomenta]
  · rw [hc, hv]
    norm_num

end

end LowBurnettKroll
```

The theorem confirms that this decay meets every condition used above, including momentum conservation and $k\cdot k=0$, and gives the value of $J\cdot J$. Its step `hc` computes $J$ component by component, and the remaining conditions are arithmetic.

```lean
#print axioms LowBurnettKroll.shift_kinematics
#print axioms LowBurnettKroll.shifted_momenta
#print axioms LowBurnettKroll.gradient_along_shift
```

```
'LowBurnettKroll.shift_kinematics' depends on axioms: [propext, Classical.choice, Quot.sound]
'LowBurnettKroll.shifted_momenta' depends on axioms: [propext, Classical.choice, Quot.sound]
'LowBurnettKroll.gradient_along_shift' depends on axioms: [propext, Classical.choice, Quot.sound]
```
